# Particle-hole unitaries of a set of matrix Hamiltonians with only scalar commutant agree up to a phase

The theorem `unique_up_to_phase` concerns a set of n × n complex matrices, read as Hamiltonians though not required to be Hermitian, such that only multiples of the identity commute with all of them. If U and V are unitary and each satisfies U H* U† = −H for every H in the set, where H* is the entrywise complex conjugate, then V = cU for some complex c with |c| = 1. The proof shows that V U† commutes with every H, because the two sign reversals cancel, so it equals c times the identity and V = cU. Unitarity of U and V should then give c c* = 1, and that is the step that fails.

This version doesn't compile in Lean 4 with Mathlib:

```lean
import Mathlib

open Matrix

namespace ParticleHoleSquare

noncomputable section

/-- Entrywise complex conjugation of a matrix. -/
def conjM {n : ℕ} (A : Matrix (Fin n) (Fin n) ℂ) : Matrix (Fin n) (Fin n) ℂ :=
  A.map (starRingEnd ℂ)

/-- The matrix `U` is unitary, and complex conjugation followed by conjugation with `U` reverses the
sign of every Hamiltonian in the set `S`. -/
def IsParticleHole {n : ℕ} (S : Set (Matrix (Fin n) (Fin n) ℂ))
    (U : Matrix (Fin n) (Fin n) ℂ) : Prop :=
  U ∈ Matrix.unitaryGroup (Fin n) ℂ ∧ ∀ H ∈ S, U * conjM H * Uᴴ = -H

/-- Only multiples of the identity commute with every matrix in `S`. -/
def HasScalarCommutant {n : ℕ} (S : Set (Matrix (Fin n) (Fin n) ℂ)) : Prop :=
  ∀ A : Matrix (Fin n) (Fin n) ℂ, (∀ H ∈ S, A * H = H * A) → ∃ c : ℂ, A = c • 1

variable {n : ℕ} {S : Set (Matrix (Fin n) (Fin n) ℂ)} {U V H : Matrix (Fin n) (Fin n) ℂ}

/-- Moving a Hamiltonian through the particle-hole unitary conjugates it and flips its sign. -/
theorem intertwine (hU : IsParticleHole S U) (hH : H ∈ S) :
    U * conjM H = -(H * U) := by
  have h1 : Uᴴ * U = 1 := Matrix.mem_unitaryGroup_iff'.mp hU.1
  calc U * conjM H = U * conjM H * Uᴴ * U := by rw [mul_assoc _ Uᴴ, h1, mul_one]
    _ = -(H * U) := by rw [hU.2 H hH, neg_mul]

/-- Two particle-hole unitaries of the same set with scalar commutant differ by a phase. -/
theorem unique_up_to_phase (hS : HasScalarCommutant S) (hU : IsParticleHole S U)
    (hV : IsParticleHole S V) : ∃ c : ℂ, ‖c‖ = 1 ∧ V = c • U := by
  rcases Nat.eq_zero_or_pos n with h0 | hn
  · subst h0
    exact ⟨1, norm_one, by ext i; exact i.elim0⟩
  have h1 : Uᴴ * U = 1 := Matrix.mem_unitaryGroup_iff'.mp hU.1
  have h2 : U * Uᴴ = 1 := Matrix.mem_unitaryGroup_iff.mp hU.1
  have h3 : V * Vᴴ = 1 := Matrix.mem_unitaryGroup_iff.mp hV.1
  -- the two sign reversals cancel in V Uᴴ
  obtain ⟨c, hc⟩ := hS (V * Uᴴ) (by
    intro H hH
    have hu : conjM H * Uᴴ = -(Uᴴ * H) := by
      calc conjM H * Uᴴ = Uᴴ * (U * conjM H * Uᴴ) := by
            rw [mul_assoc U, ← mul_assoc Uᴴ, h1, one_mul]
        _ = -(Uᴴ * H) := by rw [hU.2 H hH, mul_neg]
    calc V * Uᴴ * H = -(V * -(Uᴴ * H)) := by rw [mul_neg, neg_neg, mul_assoc]
      _ = -(V * conjM H * Uᴴ) := by rw [← hu, mul_assoc]
      _ = H * (V * Uᴴ) := by rw [intertwine hV hH, neg_mul, neg_neg, mul_assoc])
  have hVU : V = c • U := by
    calc V = V * Uᴴ * U := by rw [mul_assoc, h1, mul_one]
      _ = c • U := by rw [hc, Matrix.smul_mul, one_mul]
  have h5 : (1 : Matrix (Fin n) (Fin n) ℂ) = (c * star c) • 1 := by
    rw [← h3, hVU, Matrix.conjTranspose_smul, Matrix.smul_mul, Matrix.mul_smul, smul_smul,
      h2]
    simp [smul_smul, h2]
  have h6 := congrFun (congrFun h5 ⟨0, hn⟩) ⟨0, hn⟩
  simp only [Matrix.smul_apply, Matrix.one_apply_eq, smul_eq_mul, mul_one] at h6
  have h7 : c * starRingEnd ℂ c = 1 := h6.symm
  rw [Complex.mul_conj, Complex.normSq_eq_norm_sq] at h7
  have h8 : ‖c‖ ^ 2 = 1 := by exact_mod_cast h7
  exact ⟨c, (pow_eq_one_iff_of_nonneg (norm_nonneg c) two_ne_zero).mp h8, hVU⟩

end

end ParticleHoleSquare
```

Messages:

```
Main.lean:54:65: error: unsolved goals
n : ℕ
S : Set (Matrix (Fin n) (Fin n) ℂ)
U V : Matrix (Fin n) (Fin n) ℂ
hS : HasScalarCommutant S
hU : IsParticleHole S U
hV : IsParticleHole S V
hn : n > 0
h1 : Uᴴ * U = 1
h2 : U * Uᴴ = 1
h3 : V * Vᴴ = 1
c : ℂ
hc : V * Uᴴ = c • 1
hVU : V = c • U
⊢ (c * (starRingEnd ℂ) c) • 1 = (c * (starRingEnd ℂ) c * (c * (starRingEnd ℂ) c)) • 1
Main.lean:57:21: warning: This simp argument is unused:
  h2

Hint: Omit it from the simp argument list.
  [apply] simp [smul_smul]

Note: This linter can be disabled with `set_option linter.unusedSimpArgs false`
```

What went wrong. The error is an unsolved goal in `h5`, which should show that the identity matrix equals `(c * star c) • 1`. The rewrite `← h3` turns the matrix `1` into `V * Vᴴ`, but `rw` replaces every instance, including the `1` on the right-hand side. After `V` is replaced by `c • U` and the products are simplified, both sides have gained a factor c c*. The goal left over equates c c* times the identity with (c c*)² times the identity, and `simp` cannot close it without knowing that c c* = 1, the very fact `h5` is meant to supply.

The `calc` block cures this by using `h3.symm` as a step of its own, so only the left-hand `1` becomes `V * Vᴴ`. The next step pulls the scalars out to reach `(c * star c) • (U * Uᴴ)`, and the last uses `h2` to replace `U * Uᴴ` by `1`.

The warning says that `h2` was unused in `simp`: the preceding `rw` had already applied it. The warning goes away with the `simp` call, which the new proof does not need.

This version goes through:

```diff
@@ -53,7 +53,8 @@
       _ = c • U := by rw [hc, Matrix.smul_mul, one_mul]
   have h5 : (1 : Matrix (Fin n) (Fin n) ℂ) = (c * star c) • 1 := by
-    rw [← h3, hVU, Matrix.conjTranspose_smul, Matrix.smul_mul, Matrix.mul_smul, smul_smul,
-      h2]
-    simp [smul_smul, h2]
+    calc (1 : Matrix (Fin n) (Fin n) ℂ) = V * Vᴴ := h3.symm
+      _ = (c * star c) • (U * Uᴴ) := by
+          rw [hVU, Matrix.conjTranspose_smul, Matrix.smul_mul, Matrix.mul_smul, smul_smul]
+      _ = (c * star c) • 1 := by rw [h2]
   have h6 := congrFun (congrFun h5 ⟨0, hn⟩) ⟨0, hn⟩
   simp only [Matrix.smul_apply, Matrix.one_apply_eq, smul_eq_mul, mul_one] at h6
```
